# Factorial error bounds at positive coupling do not determine an energy function

Q: I expand a ground-state energy $f(g)$ in a coupling $g>0$ and get coefficients $a_k$ that grow like $k!$. The series diverges, but I have a factorial bound on the truncation error at every order. Doesn't that fix the energy?

A: No. A term $e^{-1/g}$, of the kind associated with tunnelling, can be added without changing any coefficient. Only the constant in the bounds grows. Here is the condition I mean.

In Lean 4 with Mathlib:

```lean
import Mathlib

open MeasureTheory Set

namespace FactorialBoundsAmbiguity

noncomputable section

/-- The energy `f` has the perturbation coefficients `a` with factorial error bounds:
for every coupling `g > 0` and every order `n`, the error of the sum of the first `n` terms
is at most `C n! g^n`. -/
def FactorialBound (f : ℝ → ℝ) (a : ℕ → ℝ) (C : ℝ) : Prop :=
  ∀ g : ℝ, 0 < g → ∀ n : ℕ,
    |f g - ∑ k ∈ Finset.range n, a k * g ^ k| ≤ C * n.factorial * g ^ n
```

In words, `FactorialBound f a C` says that for every $g>0$ and every $n\ge 0$,
$$\Big|f(g)-\sum_{k<n}a_kg^k\Big|\le C\,n!\,g^n .$$
The sum has $n$ terms, so its last power is $g^{n-1}$. The coupling is scaled so that no extra factor $\sigma^n$ appears.

Q: "For every $g>0$" is stronger than an asymptotic statement at small $g$. Does my energy qualify?

A: Perhaps not. At $n=0$ the condition reads $|f(g)|\le C$, so an energy that grows without limit at strong coupling fails it. The functions here are arbitrary real functions, with no Hamiltonian behind them. That a given Hamiltonian's energy obeys the bounds is an assumption you must justify separately.

Q: Then why is $e^{-1/g}$ invisible at every order?

A: For $x=1/g>0$, the exponential series has positive terms, so $e^x\ge x^n/n!$. Taking reciprocals gives $e^{-1/g}\le n!\,g^n$. The proof takes the one-term estimate from Mathlib and inverts it.

```lean
/-- For `g > 0` the non-perturbative term `exp(-1/g)` is at most `n! g^n`, at every order `n`. -/
theorem exp_neg_inv_le {g : ℝ} (hg : 0 < g) (n : ℕ) :
    Real.exp (-1 / g) ≤ n.factorial * g ^ n := by
  -- one term of the exponential series is at most the whole series
  have h := Real.pow_div_factorial_le_exp (1 / g) (by positivity) n
  rw [neg_div, Real.exp_neg, inv_le_comm₀ (Real.exp_pos _) (by positivity)]
  calc ((n.factorial : ℝ) * g ^ n)⁻¹ = (1 / g) ^ n / n.factorial := by
        rw [one_div, inv_pow, mul_inv, div_eq_mul_inv, mul_comm]
    _ ≤ Real.exp (1 / g) := h
```

Now add $c\,e^{-1/g}$ with real $c$. By the triangle inequality, the new error is at most
$$C\,n!\,g^n+|c|\,n!\,g^n=(C+|c|)\,n!\,g^n .$$
The `calc` block below has the same steps.

```lean
/-- Adding `c exp(-1/g)` to an energy with factorial bounds keeps all coefficients and
raises the constant from `C` to at most `C + |c|`. -/
theorem FactorialBound.add_mul_exp {f : ℝ → ℝ} {a : ℕ → ℝ} {C : ℝ}
    (hf : FactorialBound f a C) (c : ℝ) :
    FactorialBound (fun g => f g + c * Real.exp (-1 / g)) a (C + |c|) := by
  intro g hg n
  have h1 := hf g hg n
  have h2 : |c * Real.exp (-1 / g)| ≤ |c| * (n.factorial * g ^ n) := by
    rw [abs_mul, abs_of_pos (Real.exp_pos _)]
    exact mul_le_mul_of_nonneg_left (exp_neg_inv_le hg n) (abs_nonneg c)
  calc |f g + c * Real.exp (-1 / g) - ∑ k ∈ Finset.range n, a k * g ^ k|
      = |(f g - ∑ k ∈ Finset.range n, a k * g ^ k) + c * Real.exp (-1 / g)| := by
        congr 1; ring
    _ ≤ |f g - ∑ k ∈ Finset.range n, a k * g ^ k| + |c * Real.exp (-1 / g)| :=
        abs_add_le _ _
    _ ≤ (C + |c|) * n.factorial * g ^ n := by linarith
```

Setting $c=1$ gives the constant $C+1$. Since $e^{-1/g}>0$, the new function differs from $f$ at every positive coupling.

```lean
/-- If `f` satisfies the factorial bounds with constant `C`, then `f + exp(-1/g)` satisfies
them with the same coefficients and constant `C + 1`, and differs from `f` at every `g > 0`. -/
theorem factorialBound_add_exp {f : ℝ → ℝ} {a : ℕ → ℝ} {C : ℝ}
    (hf : FactorialBound f a C) :
    FactorialBound (fun g => f g + Real.exp (-1 / g)) a (C + 1) ∧
      ∀ g : ℝ, 0 < g → f g + Real.exp (-1 / g) ≠ f g := by
  constructor
  · simpa only [one_mul, abs_one] using hf.add_mul_exp 1
  · intro g _ h
    linarith [Real.exp_pos (-1 / g)]
```

Q: So the bounds tell me almost nothing?

A: They tell you a good deal at weak coupling. Let $h$ satisfy the bounds with the same coefficients and constant $C'$. Comparing both functions with the same partial sum gives $|f(g)-h(g)|\le(C+C')\,n!\,g^n$. Choose $0\le\theta<1$, multiply by $(\theta/g)^n/n!$ and sum over $n$:
$$|f(g)-h(g)|\,e^{\theta/g}\le(C+C')\sum_{n\ge0}\theta^n=\frac{C+C'}{1-\theta}.$$
The ambiguity is therefore exponentially small in $1/g$. In the proof, `hd` is the comparison, and `hasSum_le` compares the exponential and geometric series term by term.

```lean
/-- Two energies with the same coefficients and factorial bounds differ at `g > 0` by at most
`(C + C')/(1 - θ) exp(-θ/g)`, for every rate `0 ≤ θ < 1`. -/
theorem ambiguity_le {f h : ℝ → ℝ} {a : ℕ → ℝ} {C C' θ : ℝ}
    (hf : FactorialBound f a C) (hh : FactorialBound h a C')
    (h0 : 0 ≤ θ) (h1 : θ < 1) {g : ℝ} (hg : 0 < g) :
    |f g - h g| ≤ (C + C') / (1 - θ) * Real.exp (-θ / g) := by
  have hd (n : ℕ) : |f g - h g| ≤ (C + C') * n.factorial * g ^ n := by
    have h2 := abs_sub_le (f g) (∑ k ∈ Finset.range n, a k * g ^ k) (h g)
    rw [abs_sub_comm (∑ k ∈ Finset.range n, a k * g ^ k) (h g)] at h2
    linarith [hf g hg n, hh g hg n]
  -- weight the bound of order n with (θ/g)^n / n! and sum over n
  have hexp : HasSum (fun n : ℕ => (θ / g) ^ n / (n.factorial : ℝ)) (Real.exp (θ / g)) := by
    rw [Real.exp_eq_exp_ℝ]
    exact NormedSpace.expSeries_div_hasSum_exp _
  have key : |f g - h g| * Real.exp (θ / g) ≤ (C + C') * (1 - θ)⁻¹ := by
    refine hasSum_le (fun n => ?_) (hexp.mul_left _)
      ((hasSum_geometric_of_lt_one h0 h1).mul_left (C + C'))
    calc |f g - h g| * ((θ / g) ^ n / n.factorial)
        ≤ (C + C') * n.factorial * g ^ n * ((θ / g) ^ n / n.factorial) :=
          mul_le_mul_of_nonneg_right (hd n) (by positivity)
      _ = (C + C') * θ ^ n := by
          have hn : (n.factorial : ℝ) ≠ 0 := by positivity
          rw [div_pow]
          field_simp
  rw [neg_div, Real.exp_neg, ← div_eq_mul_inv, le_div_iff₀ (Real.exp_pos _),
    div_eq_mul_inv (C + C')]
  exact key
```

Q: Could a better argument give a rate above 1?

A: Not with a prefactor independent of $g$, because $e^{-1/g}$ is itself an allowed difference. Given $\theta>1$ and any $K$, take $g=(\theta-1)/(|K|+1)$. Then
$$e^{-1/g}=e^{|K|+1}e^{-\theta/g}>K\,e^{-\theta/g},$$
since $e^{|K|+1}\ge|K|+2>K$. The two theorems leave the rate $\theta=1$ undecided.

```lean
/-- For a rate `θ > 1`, no constant `K` bounds `exp(-1/g)` by `K exp(-θ/g)` at all `g > 0`. -/
theorem rate_one_sharp {θ : ℝ} (hθ : 1 < θ) (K : ℝ) :
    ∃ g : ℝ, 0 < g ∧ K * Real.exp (-θ / g) < Real.exp (-1 / g) := by
  have hθ' : 0 < θ - 1 := sub_pos.2 hθ
  obtain ⟨g, hg, hx⟩ : ∃ g : ℝ, 0 < g ∧ (θ - 1) / g = |K| + 1 :=
    ⟨(θ - 1) / (|K| + 1), by positivity, div_div_cancel₀ hθ'.ne'⟩
  refine ⟨g, hg, ?_⟩
  have he : -1 / g = (|K| + 1) + -θ / g := by rw [← hx]; ring
  rw [he, Real.exp_add]
  refine mul_lt_mul_of_pos_right ?_ (Real.exp_pos _)
  linarith [Real.add_one_le_exp (|K| + 1), le_abs_self K]
```

Q: All this assumes that some $f$ satisfies the bounds. Show me one with a divergent series.

A: Take Euler's integral $E(g)$, a one-variable model with coefficients $(-1)^kk!$, together with its remainder integrals $R_n(g)$:
$$E(g)=\int_0^\infty\frac{e^{-t}}{1+gt}\,dt,\qquad R_n(g)=\int_0^\infty\frac{e^{-t}t^n}{1+gt}\,dt .$$
In the code these are `eulerIntegral` and `eulerMoment`.

```lean
/-- Euler's integral `∫ exp(-t)/(1 + g t) dt` over `t > 0`, for couplings `g ≥ 0`. -/
def eulerIntegral (g : ℝ) : ℝ := ∫ t in Ioi (0 : ℝ), Real.exp (-t) / (1 + g * t)

/-- The remainder integral `∫ exp(-t) t^n/(1 + g t) dt` over `t > 0`, for couplings `g ≥ 0`. -/
def eulerMoment (g : ℝ) (n : ℕ) : ℝ :=
  ∫ t in Ioi (0 : ℝ), Real.exp (-t) * t ^ n / (1 + g * t)
```

Because $t^n+g\,t^{n+1}=t^n(1+gt)$, the denominator cancels and
$$R_n+gR_{n+1}=\int_0^\infty e^{-t}t^n\,dt=n!.$$
The proof gets the value $n!$ from the Gamma function. The integrals converge because $1+gt\ge1$.

```lean
/-- For `g > 0`, the remainder integrals of successive orders satisfy `R_n + g R_(n+1) = n!`. -/
theorem eulerMoment_recurrence {g : ℝ} (hg : 0 < g) (n : ℕ) :
    eulerMoment g n + g * eulerMoment g (n + 1) = n.factorial := by
  have hint (m : ℕ) : IntegrableOn (fun t : ℝ => Real.exp (-t) * t ^ m) (Ioi 0) := by
    have h := Real.GammaIntegral_convergent (s := (m : ℝ) + 1) (by positivity)
    simpa only [add_sub_cancel_right, Real.rpow_natCast] using h
  have hval : ∫ t in Ioi (0 : ℝ), Real.exp (-t) * t ^ n = n.factorial := by
    have h := Real.Gamma_eq_integral (s := (n : ℝ) + 1) (by positivity)
    rw [Real.Gamma_nat_eq_factorial] at h
    simpa only [add_sub_cancel_right, Real.rpow_natCast] using h.symm
  -- the denominator is at least one, so the remainder integrals converge
  have hR (m : ℕ) :
      IntegrableOn (fun t : ℝ => Real.exp (-t) * t ^ m / (1 + g * t)) (Ioi 0) := by
    refine Integrable.mono' (hint m)
      (Measurable.aestronglyMeasurable (by fun_prop)) ?_
    refine (ae_restrict_iff' measurableSet_Ioi).2 (ae_of_all _ fun t ht => ?_)
    have ht' : 0 < t := ht
    rw [Real.norm_of_nonneg (by positivity)]
    exact div_le_self (by positivity) (le_add_of_nonneg_right (by positivity))
  unfold eulerMoment
  rw [← integral_const_mul, ← integral_add (hR n) ((hR (n + 1)).const_mul g), ← hval]
  refine setIntegral_congr_fun measurableSet_Ioi fun t ht => ?_
  have ht' : 0 < t := ht
  have hne : 1 + g * t ≠ 0 := by positivity
  change Real.exp (-t) * t ^ n / (1 + g * t)
    + g * (Real.exp (-t) * t ^ (n + 1) / (1 + g * t)) = Real.exp (-t) * t ^ n
  rw [← mul_div_assoc, ← add_div, div_eq_iff hne]
  ring
```

Induction then gives the exact remainder
$$E(g)-\sum_{k<n}(-1)^kk!\,g^k=(-g)^nR_n .$$
At $n=0$ this is $E=R_0$. For the next order, subtract the new term and use the recurrence: $(-g)^n(R_n-n!)=(-g)^{n+1}R_{n+1}$. The `linear_combination` line does this algebra.

```lean
/-- For `g > 0`, Euler's integral minus the first `n` terms of `∑ (-1)^k k! g^k` equals
`(-g)^n` times the remainder integral of order `n`. -/
theorem euler_remainder {g : ℝ} (hg : 0 < g) (n : ℕ) :
    eulerIntegral g - ∑ k ∈ Finset.range n, (-1) ^ k * (k.factorial : ℝ) * g ^ k
      = (-g) ^ n * eulerMoment g n := by
  induction n with
  | zero => simp [eulerIntegral, eulerMoment]
  | succ n ih =>
    rw [neg_pow] at ih
    rw [Finset.sum_range_succ, pow_succ, neg_pow]
    linear_combination ih + (-1) ^ n * g ^ n * eulerMoment_recurrence hg n
```

Since every $R_n$ is nonnegative, the recurrence also gives $0\le R_n\le n!$. Hence $E$ satisfies the bounds with $C=1$.

```lean
/-- Euler's integral satisfies the factorial bounds with coefficients `(-1)^k k!` and
constant `1`. -/
theorem euler_factorialBound :
    FactorialBound eulerIntegral (fun k => (-1) ^ k * (k.factorial : ℝ)) 1 := by
  intro g hg n
  have hpos (m : ℕ) : 0 ≤ eulerMoment g m :=
    setIntegral_nonneg measurableSet_Ioi fun t ht => by
      have ht' : 0 < t := ht
      positivity
  -- the recurrence bounds the remainder integral by n!
  have hle : eulerMoment g n ≤ n.factorial := by
    linarith [eulerMoment_recurrence hg n, mul_nonneg hg.le (hpos (n + 1))]
  rw [euler_remainder hg n, abs_mul, abs_pow, abs_neg, abs_of_pos hg,
    abs_of_nonneg (hpos n), one_mul, mul_comm]
  exact mul_le_mul_of_nonneg_right hle (by positivity)
```

Finally, $E+e^{-1/g}$ and $E-e^{-1/g}$ share the coefficients and the constant 2, yet differ by $2e^{-1/g}$. The proof compares them at $g=1$.

```lean
/-- The coefficients `(-1)^k k!` and the factorial bounds with constant `2` do not determine
a function on the positive axis. -/
theorem euler_series_not_unique :
    ¬ ∀ f h : ℝ → ℝ,
      FactorialBound f (fun k => (-1) ^ k * (k.factorial : ℝ)) 2 →
      FactorialBound h (fun k => (-1) ^ k * (k.factorial : ℝ)) 2 →
      ∀ g : ℝ, 0 < g → f g = h g := by
  intro H
  -- add and subtract exp(-1/g), then compare at g = 1
  have hp := euler_factorialBound.add_mul_exp 1
  have hm := euler_factorialBound.add_mul_exp (-1)
  rw [show (1 : ℝ) + |1| = 2 by norm_num] at hp
  rw [show (1 : ℝ) + |(-1)| = 2 by norm_num] at hm
  have h := H _ _ hp hm 1 one_pos
  linarith [Real.exp_pos (-1 / 1)]

end

end FactorialBoundsAmbiguity
```

```lean
#print axioms FactorialBoundsAmbiguity.factorialBound_add_exp
#print axioms FactorialBoundsAmbiguity.ambiguity_le
#print axioms FactorialBoundsAmbiguity.rate_one_sharp
#print axioms FactorialBoundsAmbiguity.euler_series_not_unique
```

```
'FactorialBoundsAmbiguity.factorialBound_add_exp' depends on axioms: [propext, Classical.choice, Quot.sound]
'FactorialBoundsAmbiguity.ambiguity_le' depends on axioms: [propext, Classical.choice, Quot.sound]
'FactorialBoundsAmbiguity.rate_one_sharp' depends on axioms: [propext, Classical.choice, Quot.sound]
'FactorialBoundsAmbiguity.euler_series_not_unique' depends on axioms: [propext, Classical.choice, Quot.sound]
```

Q: What should I take from this when I resum a perturbation series?

A: For energies modelled as real functions obeying these bounds, agreement with all coefficients and error bounds at positive coupling does not show that a resummed value is the true energy. Further input is needed, such as control at complex coupling: for $g=iy$ with real $y\ne0$, $|e^{-1/g}|=1$, so there the added term is no longer small as $y\to0$.
